# Surface nucleation above the bulk critical field in linearised Ginzburg–Landau theory

In a magnetic field parallel to a flat surface, from the bulk upper critical field $H_{c2}$ up to about 1.659 times that field, a small Gaussian order parameter at the surface can have lower energy than the normal state, while no finite-energy bulk profile of the form considered here does. The test is whether the gradient energy divided by the integral of the squared order parameter, with lengths in coherence lengths, is below 1. At $H_{c2}$ itself, the smallest value of this quotient for a Gaussian at the surface is about 0.603, against a bulk bound of 1.

## Energy near a flat surface

A superconductor fills $x>0$, with a uniform magnetic field parallel to its surface. Lengths are in coherence lengths, and $h$ is the field in units of the bulk critical field, which here means the upper critical field $H_{c2}$, the highest field at which the linearised theory allows nucleation in the bulk. The order parameter is a real profile $f(x)$ times a plane wave of momentum $k$ along the surface and perpendicular to the field. To second order in $f$, the energy relative to the normal state is, up to a positive constant factor, $E_S-\int_S f^2$, where

$$E_S=\int_S\left[f'^2+(hx-k)^2f^2\right]dx .$$

Superconductivity can therefore nucleate when the quotient $E_S/\int_S f^2$ is below 1. The surface problem has $S=(0,\infty)$ and the bulk problem $S=\mathbb R$; in Lean these are `Ioi 0` and `univ`.

```lean
import Mathlib

open Real MeasureTheory Set

namespace SurfaceSuperconductivity

noncomputable section
```

The trial profile is $f_a(x)=e^{-ax^2/2}$. Its slope vanishes at $x=0$, as the boundary condition at an insulating surface requires.

```lean
/-- Gaussian order-parameter profile `exp(-a x²/2)`, centred on the surface `x = 0`. -/
def trial (a x : ℝ) : ℝ := Real.exp (-a * x ^ 2 / 2)

/-- Gradient energy of a profile `f` in the region `S`, with lengths in coherence lengths, field `h`
in units of the bulk (upper) critical field, and momentum `k` along the surface, perpendicular to
the field. -/
def energy (S : Set ℝ) (h k : ℝ) (f : ℝ → ℝ) : ℝ :=
  ∫ x in S, (deriv f x ^ 2 + (h * x - k) ^ 2 * f x ^ 2)

/-- Rayleigh quotient: the gradient energy divided by the integral of `f²`, for profiles
whose `f²` has a finite nonzero integral over `S`. -/
def rayleigh (S : Set ℝ) (h k : ℝ) (f : ℝ → ℝ) : ℝ :=
  energy S h k f / ∫ x in S, f x ^ 2
```

Bulk profiles must be differentiable, with the three integrals below finite.

```lean
/-- A differentiable profile on the whole line whose norm, kinetic and magnetic
energies are all finite. -/
def FiniteEnergy (h k : ℝ) (f : ℝ → ℝ) : Prop :=
  Differentiable ℝ f ∧ Integrable (fun x => f x ^ 2) ∧
    Integrable (fun x => deriv f x ^ 2) ∧
    Integrable (fun x => (h * x - k) ^ 2 * f x ^ 2)
```

The model omits the quartic term, screening of the field, and order parameters that mix several momenta.

## (a) Slope of the Gaussian

**Task.** Show that $f_a'(x)=-ax\,f_a(x)$.

**Solution.** The exponent $-ax^2/2$ has derivative $-ax$, and the chain rule multiplies this by $f_a$. The Lean proof applies the same rule through `.exp`.

```lean
/-- The slope of the Gaussian profile is `-a x` times the profile. -/
theorem hasDerivAt_trial (a x : ℝ) :
    HasDerivAt (trial a) (-(a * x) * trial a x) x := by
  have hsq : HasDerivAt (fun y : ℝ => y ^ 2) (2 * x) x := by
    simpa using hasDerivAt_pow 2 x
  have h' := ((hsq.const_mul (-a)).div_const 2).exp
  refine h'.congr_deriv ?_
  simp only [trial]
  ring
```

## (b) Density of the Gaussian

**Task.** Show that $f_a(x)^2=e^{-ax^2}$.

**Solution.** Squaring an exponential doubles its exponent.

```lean
/-- The density of the Gaussian profile is `exp(-a x²)`. -/
theorem trial_sq (a x : ℝ) : trial a x ^ 2 = Real.exp (-a * x ^ 2) := by
  unfold trial
  rw [← Real.exp_nat_mul]
  congr 1
  push_cast
  ring
```

## (c) Half-line moments

**Task.** Let $I_n=\int_0^\infty x^n e^{-ax^2}dx$ with $a>0$. Show that

$$I_1=\frac1{2a},\qquad I_2=\frac{\sqrt{\pi/a}}{4a}.$$

**Solution.** Integrate two total derivatives over the half-line:

$$(e^{-ax^2})'=-2ax\,e^{-ax^2},\qquad (x e^{-ax^2})'=e^{-ax^2}-2ax^2e^{-ax^2}.$$

The first gives $-2aI_1=-1$. The second gives $I_0-2aI_2=0$, and the Gaussian integral $I_0=\tfrac12\sqrt{\pi/a}$ then yields $I_2$.

In Lean, `ftc` is the integration step, and `m1` and `m2` are its two uses. The theorem also records that $x^2e^{-ax^2}$ is integrable on the line.

```lean
/-- For `a > 0`, the first and second half-line moments of `exp(-a x²)` are `1/(2a)` and
`√(π/a)/(4a)`; the second-moment integrand is integrable on the line. -/
theorem gaussian_moments {a : ℝ} (ha : 0 < a) :
    Integrable (fun x : ℝ => x ^ 2 * Real.exp (-a * x ^ 2)) ∧
    ∫ x in Ioi (0 : ℝ), x * Real.exp (-a * x ^ 2) = 1 / (2 * a) ∧
    ∫ x in Ioi (0 : ℝ), x ^ 2 * Real.exp (-a * x ^ 2) = √(π / a) / (4 * a) := by
  have h0 := integrable_exp_neg_mul_sq ha
  have h1 := integrable_mul_exp_neg_mul_sq ha
  have h2 : Integrable (fun x : ℝ => x ^ 2 * Real.exp (-a * x ^ 2)) := by
    simpa [Real.rpow_two] using
      integrable_rpow_mul_exp_neg_mul_sq ha (s := 2) (by norm_num)
  -- a total derivative integrates to minus its boundary value at the surface
  have ftc : ∀ F F' : ℝ → ℝ, (∀ x, HasDerivAt F (F' x) x) → Integrable F →
      Integrable F' → ∫ x in Ioi (0 : ℝ), F' x = -F 0 := by
    intro F F' hd hF hF'
    have ht := tendsto_zero_of_hasDerivAt_of_integrableOn_Ioi (a := 0)
      (fun x _ => hd x) hF'.integrableOn hF.integrableOn
    rw [integral_Ioi_of_hasDerivAt_of_tendsto' (a := 0)
      (fun x _ => hd x) hF'.integrableOn ht, zero_sub]
  have he : ∀ x : ℝ, HasDerivAt (fun y : ℝ => Real.exp (-a * y ^ 2))
      (-2 * a * (x * Real.exp (-a * x ^ 2))) x := by
    intro x
    have hsq : HasDerivAt (fun y : ℝ => y ^ 2) (2 * x) x := by
      simpa using hasDerivAt_pow 2 x
    exact (hsq.const_mul (-a)).exp.congr_deriv (by ring)
  have hxe : ∀ x : ℝ, HasDerivAt (fun y : ℝ => y * Real.exp (-a * y ^ 2))
      (Real.exp (-a * x ^ 2) - 2 * a * (x ^ 2 * Real.exp (-a * x ^ 2))) x := by
    intro x
    exact ((hasDerivAt_id' x).fun_mul (he x)).congr_deriv (by ring)
  have h2c : Integrable (fun x : ℝ => 2 * a * (x ^ 2 * Real.exp (-a * x ^ 2))) :=
    h2.const_mul _
  have m1 : ∫ x in Ioi (0 : ℝ), -2 * a * (x * Real.exp (-a * x ^ 2))
      = -Real.exp (-a * 0 ^ 2) := ftc _ _ he h0 (h1.const_mul _)
  have m2 : ∫ x in Ioi (0 : ℝ),
      (Real.exp (-a * x ^ 2) - 2 * a * (x ^ 2 * Real.exp (-a * x ^ 2)))
      = -(0 * Real.exp (-a * 0 ^ 2)) := ftc _ _ hxe h1 (h0.sub h2c)
  have z : Real.exp (-a * 0 ^ 2) = 1 := by simp
  rw [integral_const_mul, z] at m1
  rw [integral_sub h0.integrableOn h2c.integrableOn, integral_const_mul,
    integral_gaussian_Ioi] at m2
  refine ⟨h2, ?_, ?_⟩
  · rw [eq_div_iff (by positivity)]
    linear_combination -m1
  · rw [eq_div_iff (by positivity)]
    linear_combination -2 * m2
```

## (d) The surface quotient

**Task.** For $a>0$ and real $h,k$, show that the quotient of $f_a$ on the half-line is

$$R=\frac a2+\frac{h^2}{2a}-\frac{2hk}{\sqrt{\pi a}}+k^2 .$$

**Solution.** By (a) and (b), the energy density is $\left[a^2x^2+(hx-k)^2\right]e^{-ax^2}$. Hence

$$R=\frac{(a^2+h^2)I_2-2hk\,I_1+k^2I_0}{I_0}.$$

From (c), $I_2/I_0=1/(2a)$ and $I_1/I_0=1/\sqrt{\pi a}$, which gives the formula. In Lean, `hE` expands the density, and `hA`, `hB` and `hC` allow the integral to be split.

```lean
/-- For `a > 0`, the half-line Rayleigh quotient of the Gaussian profile in closed form. -/
theorem surface_rayleigh {a : ℝ} (ha : 0 < a) (h k : ℝ) :
    rayleigh (Ioi 0) h k (trial a)
      = a / 2 + h ^ 2 / (2 * a) - 2 * h * k / √(π * a) + k ^ 2 := by
  obtain ⟨i2, m1, m2⟩ := gaussian_moments ha
  have hA : Integrable (fun x : ℝ => (a ^ 2 + h ^ 2) * (x ^ 2 * Real.exp (-a * x ^ 2)))
      (volume.restrict (Ioi 0)) := (i2.const_mul _).integrableOn
  have hB : Integrable (fun x : ℝ => 2 * h * k * (x * Real.exp (-a * x ^ 2)))
      (volume.restrict (Ioi 0)) :=
    ((integrable_mul_exp_neg_mul_sq ha).const_mul _).integrableOn
  have hC : Integrable (fun x : ℝ => k ^ 2 * Real.exp (-a * x ^ 2))
      (volume.restrict (Ioi 0)) :=
    ((integrable_exp_neg_mul_sq ha).const_mul _).integrableOn
  have hAB : Integrable (fun x : ℝ => (a ^ 2 + h ^ 2) * (x ^ 2 * Real.exp (-a * x ^ 2))
      - 2 * h * k * (x * Real.exp (-a * x ^ 2))) (volume.restrict (Ioi 0)) := hA.sub hB
  -- the energy density is a quadratic polynomial times the Gaussian
  have hE : ∀ x : ℝ, deriv (trial a) x ^ 2 + (h * x - k) ^ 2 * trial a x ^ 2
      = (a ^ 2 + h ^ 2) * (x ^ 2 * Real.exp (-a * x ^ 2))
        - 2 * h * k * (x * Real.exp (-a * x ^ 2)) + k ^ 2 * Real.exp (-a * x ^ 2) := by
    intro x
    rw [(hasDerivAt_trial a x).deriv, mul_pow, trial_sq]
    ring
  have hr : √(π / a) = √(π * a) / a := by
    rw [show π / a = π * a / a ^ 2 by field_simp, Real.sqrt_div' _ (sq_nonneg a),
      Real.sqrt_sq ha.le]
  have hr0 : √(π * a) ≠ 0 := (Real.sqrt_pos.mpr (by positivity)).ne'
  simp only [rayleigh, energy, hE]
  simp only [trial_sq]
  rw [integral_add hAB hC, integral_sub hA hB, integral_const_mul, integral_const_mul,
    integral_const_mul, m1, m2, integral_gaussian_Ioi, hr]
  field_simp
  ring
```

## (e) Two squares

**Task.** With $s=\sqrt{1-2/\pi}$ and $a>0$, show that

$$R=hs+\left(k-\frac h{\sqrt{\pi a}}\right)^2+\frac{(a-hs)^2}{2a}.$$

**Solution.** Completing the square in $k$ leaves

$$\frac a2+\frac{h^2}{2a}-\frac{h^2}{\pi a}=\frac a2+\frac{h^2s^2}{2a}=hs+\frac{(a-hs)^2}{2a}.$$

The root is real because $\pi>2$. The identities `e1`, `e2` and `e3` are these rearrangements, and `linear_combination` adds them up.

```lean
/-- For `a > 0`, the surface quotient is `h √(1-2/π)` plus two nonnegative terms that
measure the mismatch of momentum and of width. -/
theorem surface_rayleigh_squares {a : ℝ} (ha : 0 < a) (h k : ℝ) :
    rayleigh (Ioi 0) h k (trial a) = h * √(1 - 2 / π)
      + (k - h / √(π * a)) ^ 2 + (a - h * √(1 - 2 / π)) ^ 2 / (2 * a) := by
  have hp : 2 / π < 1 := by
    rw [div_lt_one Real.pi_pos]
    linarith [Real.pi_gt_three]
  have e1 : (h / √(π * a)) ^ 2 = h ^ 2 / (π * a) := by
    rw [div_pow, Real.sq_sqrt (by positivity)]
  have key : ∀ s : ℝ, s ^ 2 = 1 - 2 / π → (a - h * s) ^ 2 / (2 * a)
      = a / 2 - h * s + h ^ 2 * (1 - 2 / π) / (2 * a) := by
    intro s hs
    rw [← hs]
    field_simp
    ring
  have e2 := key _ (Real.sq_sqrt (by linarith))
  have e3 : h ^ 2 * (1 - 2 / π) / (2 * a) = h ^ 2 / (2 * a) - h ^ 2 / (π * a) := by
    field_simp
  rw [surface_rayleigh ha]
  linear_combination -e1 - e2 - e3
```

## (f) The best Gaussian

**Task.** For $h>0$, show that

$$\min_{a>0,\;k\in\mathbb R}R=h\sqrt{1-2/\pi}.$$

**Solution.** Neither square in (e) is negative, so $R\ge hs$. Both vanish at $a=hs$, $k=h/\sqrt{\pi a}$, and this width is positive. `IsLeast` expresses the two halves: the value is attained, and it is a lower bound.

```lean
/-- For `h > 0`, the least surface quotient over all Gaussian widths `a > 0` and all
momenta `k` is `h √(1-2/π)`. -/
theorem surface_minimum {h : ℝ} (hh : 0 < h) :
    IsLeast {q | ∃ a k : ℝ, 0 < a ∧ q = rayleigh (Ioi 0) h k (trial a)}
      (h * √(1 - 2 / π)) := by
  have hp : 2 / π < 1 := by
    rw [div_lt_one Real.pi_pos]
    linarith [Real.pi_gt_three]
  have ha : 0 < h * √(1 - 2 / π) := mul_pos hh (Real.sqrt_pos.mpr (by linarith))
  constructor
  · refine ⟨h * √(1 - 2 / π), h / √(π * (h * √(1 - 2 / π))), ha, ?_⟩
    rw [surface_rayleigh_squares ha]
    simp
  · rintro q ⟨a, k, ha, rfl⟩
    rw [surface_rayleigh_squares ha]
    have p1 := sq_nonneg (k - h / √(π * a))
    have p2 : 0 ≤ (a - h * √(1 - 2 / π)) ^ 2 / (2 * a) := by positivity
    linarith
```

## (g) The bulk bound

**Task.** For every finite-energy profile on the whole line, show that

$$h\int_{\mathbb R}f^2\,dx\le E_{\mathbb R}.$$

**Solution.** Write $w=hx-k$. Then

$$0\le\int_{\mathbb R}(f'+wf)^2dx=E_{\mathbb R}+\int_{\mathbb R}2wff'\,dx,\qquad (wf^2)'=hf^2+2wff'.$$

Since $|2wff'|\le f'^2+w^2f^2$ and $2|w|f^2\le f^2+w^2f^2$, both $wf^2$ and its derivative are integrable. The boundary terms therefore vanish, so $\int 2wff'\,dx=-h\int f^2dx$, and the bound follows.

In Lean, `iC` and `iF` are the integrability estimates, `zero` is the vanishing total derivative, and `pos` is the integrated square. For $h>0$ this is the zero-point bound of a single non-interacting particle in a one-dimensional harmonic well.

```lean
/-- In the bulk, every finite-energy profile has gradient energy at least `h` times the
integral of `f²`. -/
theorem bulk_bound {h k : ℝ} {f : ℝ → ℝ} (hf : FiniteEnergy h k f) :
    h * ∫ x, f x ^ 2 ≤ energy univ h k f := by
  obtain ⟨hd, i0, i1, i2⟩ := hf
  have iE : Integrable (fun x => deriv f x ^ 2 + (h * x - k) ^ 2 * f x ^ 2) := i1.add i2
  have iM : Integrable (fun x => f x ^ 2 + (h * x - k) ^ 2 * f x ^ 2) := i0.add i2
  have cw : Continuous (fun x : ℝ => h * x - k) := by fun_prop
  have iC : Integrable (fun x => (h * x - k) * f x * deriv f x) := by
    refine iE.mono' ((cw.mul hd.continuous).measurable.mul
      (measurable_deriv f)).aestronglyMeasurable (ae_of_all _ fun x => ?_)
    rw [Real.norm_eq_abs, abs_le]
    constructor <;> nlinarith [sq_nonneg (deriv f x + (h * x - k) * f x),
      sq_nonneg (deriv f x - (h * x - k) * f x), sq_nonneg (deriv f x),
      sq_nonneg ((h * x - k) * f x)]
  have iF : Integrable (fun x => (h * x - k) * f x ^ 2) := by
    refine iM.mono' (cw.mul (hd.continuous.pow 2)).aestronglyMeasurable
      (ae_of_all _ fun x => ?_)
    rw [Real.norm_eq_abs, abs_le]
    constructor <;> nlinarith [sq_nonneg (f x * (h * x - k + 1)),
      sq_nonneg (f x * (h * x - k - 1)), sq_nonneg (f x * (h * x - k)), sq_nonneg (f x)]
  have j0 : Integrable (fun x => h * f x ^ 2) := i0.const_mul h
  have jC : Integrable (fun x => 2 * ((h * x - k) * f x * deriv f x)) := iC.const_mul 2
  have hD : ∀ x, HasDerivAt (fun y => (h * y - k) * f y ^ 2)
      (h * f x ^ 2 + 2 * ((h * x - k) * f x * deriv f x)) x := by
    intro x
    have hs : HasDerivAt (fun y => f y ^ 2) (2 * f x * deriv f x) x := by
      simpa using (hd x).hasDerivAt.fun_pow 2
    exact ((((hasDerivAt_id' x).const_mul h).sub_const k).fun_mul hs).congr_deriv (by ring)
  -- the boundary terms vanish at both ends of the line
  have zero : ∫ x, (h * f x ^ 2 + 2 * ((h * x - k) * f x * deriv f x)) = 0 :=
    integral_eq_zero_of_hasDerivAt_of_integrable hD (j0.add jC) iF
  rw [integral_add j0 jC, integral_const_mul] at zero
  -- energy plus cross term is the integral of a square
  have pos : 0 ≤ ∫ x, ((deriv f x ^ 2 + (h * x - k) ^ 2 * f x ^ 2)
      + 2 * ((h * x - k) * f x * deriv f x)) := by
    refine integral_nonneg fun x => ?_
    change 0 ≤ (deriv f x ^ 2 + (h * x - k) ^ 2 * f x ^ 2)
      + 2 * ((h * x - k) * f x * deriv f x)
    nlinarith [sq_nonneg (deriv f x + (h * x - k) * f x)]
  rw [integral_add iE jC] at pos
  simp only [energy, Measure.restrict_univ]
  linarith
```

## (h) The field window

**Task.** Let $1\le h<1/\sqrt{1-2/\pi}$. Show that every finite-energy bulk profile, at every $k$, satisfies

$$\int_{\mathbb R}f^2\,dx\le E_{\mathbb R},$$

while for some $a>0$ and $k$ the profile $f_a$ satisfies

$$E_{(0,\infty)}<\int_0^\infty f_a^2\,dx .$$

**Solution.** In the bulk, $h\ge1$ and (g) give $\int f^2\le h\int f^2\le E_{\mathbb R}$. At the surface, the minimiser from (f) has $R=hs<1$; multiplying by the positive integral $\int_0^\infty f_a^2\,dx$ gives the strict inequality. The two bullets of the Lean proof follow this division.

As a numerical instance, take $h=1.5$. The best parameters are $a\approx0.904$ and $k\approx0.890$, and the formula in (d) gives

$$R\approx0.452+1.244-1.584+0.792=0.904<1,$$

whereas the bulk quotient of any nonzero finite-energy profile is at least 1.5.

The upper end of the window belongs to the Gaussian family. A better trial profile could extend it, so 1.659 is a lower estimate of the surface critical field in this linearised model.

```lean
/-- For fields `1 ≤ h < 1/√(1-2/π)`, no finite-energy bulk profile has gradient energy
below the integral of `f²`, but some Gaussian profile at the surface does. -/
theorem surface_superconductivity {h : ℝ} (h1 : 1 ≤ h) (h2 : h < 1 / √(1 - 2 / π)) :
    (∀ k f, FiniteEnergy h k f → ∫ x, f x ^ 2 ≤ energy univ h k f) ∧
    ∃ a k : ℝ, 0 < a ∧
      energy (Ioi 0) h k (trial a) < ∫ x in Ioi (0 : ℝ), trial a x ^ 2 := by
  constructor
  · intro k f hf
    have hN : 0 ≤ ∫ x, f x ^ 2 := integral_nonneg fun x => sq_nonneg (f x)
    nlinarith [bulk_bound hf]
  · have hp : 2 / π < 1 := by
      rw [div_lt_one Real.pi_pos]
      linarith [Real.pi_gt_three]
    have hs : 0 < √(1 - 2 / π) := Real.sqrt_pos.mpr (by linarith)
    obtain ⟨a, k, ha, hq⟩ := (surface_minimum (by linarith : 0 < h)).1
    refine ⟨a, k, ha, ?_⟩
    have hN : 0 < ∫ x in Ioi (0 : ℝ), trial a x ^ 2 := by
      simp only [trial_sq]
      rw [integral_gaussian_Ioi]
      positivity
    have hlt : rayleigh (Ioi 0) h k (trial a) < 1 := by
      rw [← hq]
      exact (lt_div_iff₀ hs).mp h2
    exact (div_lt_one hN).mp hlt

end

end SurfaceSuperconductivity
```

```lean
#print axioms SurfaceSuperconductivity.surface_superconductivity
```

```
'SurfaceSuperconductivity.surface_superconductivity' depends on axioms: [propext, Classical.choice, Quot.sound]
```
